# Band overlap and normalizability of a trial orbital on the fully dimerized chain

A trial orbital can look reasonable and still make the projection recipe for Wannier functions break down at some wave number. The recipe projects the orbital onto the band at each wave number k and then normalizes. If the projection vanishes at some k, there is nothing to normalize there. On a chain with two sites per cell whose band vector at k = 0 is (1, -1), the trial orbital with amplitudes (1, 1) in a single cell fails in this way. A k mesh that misses the point k = 0 does not show this zero, and a coarse mesh may not even show a small overlap.

The problems below determine which trial orbitals confined to a single cell fail for one band of the fully dimerized chain, a non-interacting chain with two sites per cell and coupling only between neighbouring cells. In that restricted model they give a test, made before any mesh is chosen, for the projection step used in electronic-structure calculations.

## The chain, its band and the trial orbital

```lean
import Mathlib

open Matrix

namespace WannierTrialProjection

noncomputable section
```

Let w be the real coupling between neighbouring cells; the coupling inside a cell is zero. The wave number k is real and measured in inverse lattice constants, and Bloch phases are attached to cells, not to site positions. The Hamiltonian H(k) has zero diagonal and off-diagonal entries w exp(-ik) and w exp(ik).

```lean
/-- Bloch Hamiltonian of the fully dimerized two-site chain, in which only the coupling `w`
between neighbouring cells is present. -/
def hamiltonian (w k : ℝ) : Matrix (Fin 2) (Fin 2) ℂ :=
  !![0, w * Complex.exp (-(k * Complex.I)); w * Complex.exp (k * Complex.I), 0]
```

The band vector is u(k) = (1, -exp(ik)). It is not normalized; the unit vector is u(k)/√2.

```lean
/-- The (unnormalized) band vector `u(k) = (1, -exp(ik))`. -/
def bandVector (k : ℝ) : Fin 2 → ℂ := ![1, -Complex.exp (k * Complex.I)]
```

The trial orbital is g = (a, b), with a and b complex; in Lean these are `g 0` and `g 1`. It lies entirely in the cell at the origin, so its two components are the same at every k. It need not be normalized. The inner product ⟨g, u(k)⟩ conjugates its first argument, which is the role of `star g`.

```lean
/-- The overlap `⟨g, u(k)⟩` of a trial orbital with the band vector. -/
def overlap (g : Fin 2 → ℂ) (k : ℝ) : ℂ := star g ⬝ᵥ bandVector k
```

The band projector is P(k) = u(k)u(k)†/2, where the factor 1/2 compensates for the unnormalized u(k).

```lean
/-- The band projector `P(k) = u(k) u(k)† / 2`. -/
def bandProjector (k : ℝ) : Matrix (Fin 2) (Fin 2) ℂ :=
  (1 / 2 : ℂ) • vecMulVec (bandVector k) (star (bandVector k))
```

The projected orbital is P(k)g.

```lean
/-- The trial orbital projected onto the band at wave number `k`. -/
def projectedOrbital (g : Fin 2 → ℂ) (k : ℝ) : Fin 2 → ℂ := bandProjector k *ᵥ g
```

The weight of a vector v = (v₀, v₁) is W(v) = |v₀|² + |v₁|². This treats the site orbitals as orthonormal, so no overlap matrix between them enters.

```lean
/-- Total weight of an orbital on the two sites, that is, its squared norm. -/
def weight (v : Fin 2 → ℂ) : ℝ := ∑ i, ‖v i‖ ^ 2
```

## (a) Energy of the band vector

Show that u(k) is an eigenvector of H(k) for every k:

H(k) u(k) = -w u(k).

The first component of the left side is w exp(-ik) · (-exp(ik)) = -w. The second is w exp(ik) = -w · (-exp(ik)). For w > 0 this is the lower band.

In Lean, `h` is the cancellation of the two phases, and `fin_cases` separates the two components.

```lean
/-- The band vector is an eigenvector of the dimerized chain with energy `-w` at every `k`. -/
theorem hamiltonian_mulVec_bandVector (w k : ℝ) :
    hamiltonian w k *ᵥ bandVector k = (-w : ℂ) • bandVector k := by
  have h : Complex.exp (-(k * Complex.I)) * Complex.exp (k * Complex.I) = 1 := by
    rw [← Complex.exp_add]
    simp
  ext i
  fin_cases i <;>
    simp [hamiltonian, bandVector, Matrix.mulVec, dotProduct, Fin.sum_univ_two, mul_assoc, h]
```

## (b) Site amplitudes

Show that the band vector has the same modulus on both sites j = 0, 1:

|u_j(k)| = 1.

The amplitudes are 1 and -exp(ik), and a phase factor with real k has modulus one. Hence W(u(k)) = 2, and each site carries half the weight of the normalized band state.

```lean
/-- Each site amplitude of the band vector has modulus one. -/
theorem norm_bandVector (k : ℝ) (i : Fin 2) : ‖bandVector k i‖ = 1 := by
  fin_cases i <;> simp [bandVector, Complex.norm_exp_ofReal_mul_I]
```

## (c) The projector property

Show that P(k) is an orthogonal projector:

P(k)† = P(k) and P(k)² = P(k).

The entries are P_ij = u_i conj(u_j)/2, and conjugating P_ji gives P_ij. For the square, u†u = 2 by (b), so

P² = u(u†u)u†/4 = uu†/2 = P.

The code works entry by entry. Its `hu` says conj(u_l)u_l = 1, and `linear_combination` adds the cases l = 0 and l = 1, which is the step u†u = 2.

```lean
/-- The band projector is Hermitian and idempotent. -/
theorem bandProjector_isProjector (k : ℝ) :
    (bandProjector k).IsHermitian ∧ bandProjector k * bandProjector k = bandProjector k := by
  have hu : ∀ l, star (bandVector k l) * bandVector k l = 1 := by
    intro l
    rw [Complex.star_def, ← Complex.normSq_eq_conj_mul_self, Complex.normSq_eq_norm_sq,
      norm_bandVector]
    simp
  constructor
  · ext i j
    simp [bandProjector, Matrix.vecMulVec_apply, mul_comm]
  · ext i j
    simp only [bandProjector, Matrix.mul_apply, Matrix.smul_apply, Matrix.vecMulVec_apply,
      Fin.sum_univ_two, Pi.star_apply, smul_eq_mul]
    linear_combination (1 / 4 : ℂ) * bandVector k i * star (bandVector k j) * (hu 0 + hu 1)
```

## (d) Interference of the two sites

Write α = arg a and β = arg b. Show that

|⟨g, u(k)⟩|² = |a|² + |b|² - 2|a||b| cos(k - (β - α)).

With a = |a|exp(iα) and b = |b|exp(iβ), the overlap is

⟨g, u(k)⟩ = |a|exp(-iα) - |b|exp(i(k - β)).

The squared modulus of a difference is the sum of the squared moduli minus twice the real part of the cross term. That cross term is |a||b|exp(i(k - β + α)), which gives the cosine. If an amplitude is zero, its argument has no effect, because the cosine is multiplied by zero.

Lean expands into real and imaginary parts, inserts the polar forms, and closes with three uses of sin² + cos² = 1, for the angles α, β and k.

```lean
/-- Interference law: the squared overlap is the total trial weight minus an interference term,
twice the product of the two site moduli times the cosine of `k` less their relative phase. -/
theorem overlap_norm_sq (g : Fin 2 → ℂ) (k : ℝ) :
    ‖overlap g k‖ ^ 2 = ‖g 0‖ ^ 2 + ‖g 1‖ ^ 2
      - 2 * ‖g 0‖ * ‖g 1‖ * Real.cos (k - ((g 1).arg - (g 0).arg)) := by
  have h : overlap g k = star (g 0) - star (g 1) * Complex.exp (k * Complex.I) := by
    simp [overlap, bandVector, dotProduct, Fin.sum_univ_two, sub_eq_add_neg]
  rw [h, Complex.sq_norm, Complex.normSq_apply]
  simp only [Complex.sub_re, Complex.sub_im, Complex.mul_re, Complex.mul_im, Complex.star_def,
    Complex.conj_re, Complex.conj_im, Complex.exp_ofReal_mul_I_re, Complex.exp_ofReal_mul_I_im]
  -- polar form of both site amplitudes
  rw [← Complex.norm_mul_cos_arg (g 0), ← Complex.norm_mul_sin_arg (g 0),
    ← Complex.norm_mul_cos_arg (g 1), ← Complex.norm_mul_sin_arg (g 1),
    Real.cos_sub, Real.cos_sub, Real.sin_sub]
  linear_combination ‖g 0‖ ^ 2 * Real.sin_sq_add_cos_sq (g 0).arg
    + ‖g 1‖ ^ 2 * (Real.sin k ^ 2 + Real.cos k ^ 2) * Real.sin_sq_add_cos_sq (g 1).arg
    + ‖g 1‖ ^ 2 * Real.sin_sq_add_cos_sq k
```

## (e) The smallest overlap

Find the minimum over all real k, and show that it is attained:

min |⟨g, u(k)⟩| = ||a| - |b||.

Since the cosine is at most 1, (d) gives

|⟨g, u(k)⟩|² ≥ |a|² + |b|² - 2|a||b| = (|a| - |b|)².

Equality holds at k = β - α, and taking square roots gives the claim. With the normalized band vector the minimum is ||a| - |b||/√2. A finite mesh need not contain k = β - α, so its smallest sampled overlap can lie above this value.

In the statement, `Set.range` is the set of all values |⟨g, u(k)⟩| for real k, and `IsLeast` says that the given number is its least element. The first half of the proof evaluates the overlap at β - α. In the second, `nlinarith` receives the inequality |a||b|(1 - cos) ≥ 0.

```lean
/-- The minimum over real `k` of `|⟨g, u(k)⟩|` is `||a| - |b||` for the trial orbital
`g = (a, b)`. -/
theorem overlap_isLeast (g : Fin 2 → ℂ) :
    IsLeast (Set.range fun k : ℝ => ‖overlap g k‖) |‖g 0‖ - ‖g 1‖| := by
  constructor
  · -- the two site contributions interfere destructively at this wave number
    have h : ‖overlap g ((g 1).arg - (g 0).arg)‖ = |‖g 0‖ - ‖g 1‖| := by
      refine (sq_eq_sq₀ (norm_nonneg _) (abs_nonneg _)).mp ?_
      rw [sq_abs, overlap_norm_sq, sub_self, Real.cos_zero]
      ring
    exact ⟨_, h⟩
  · rintro _ ⟨k, rfl⟩
    refine abs_le_of_sq_le_sq ?_ (norm_nonneg _)
    rw [overlap_norm_sq]
    nlinarith [mul_nonneg (mul_nonneg (norm_nonneg (g 0)) (norm_nonneg (g 1)))
      (sub_nonneg.2 (Real.cos_le_one (k - ((g 1).arg - (g 0).arg))))]
```

## (f) The largest overlap

Find the corresponding maximum:

max |⟨g, u(k)⟩| = |a| + |b|.

Now use that the cosine is at least -1. The right side of (d) is then at most (|a| + |b|)², with equality at k = β - α + π. For the normalized band vector, divide by √2. The Lean proof repeats the pattern of (e) with the other bound on the cosine.

```lean
/-- The maximum over real `k` of `|⟨g, u(k)⟩|` is `|a| + |b|` for the trial orbital
`g = (a, b)`. -/
theorem overlap_isGreatest (g : Fin 2 → ℂ) :
    IsGreatest (Set.range fun k : ℝ => ‖overlap g k‖) (‖g 0‖ + ‖g 1‖) := by
  have hs : 0 ≤ ‖g 0‖ + ‖g 1‖ := by positivity
  constructor
  · -- half a period away the interference is constructive
    have h : ‖overlap g ((g 1).arg - (g 0).arg + Real.pi)‖ = ‖g 0‖ + ‖g 1‖ := by
      refine (sq_eq_sq₀ (norm_nonneg _) hs).mp ?_
      rw [overlap_norm_sq, add_sub_cancel_left, Real.cos_pi]
      ring
    exact ⟨_, h⟩
  · rintro _ ⟨k, rfl⟩
    refine le_trans (le_abs_self _) (abs_le_of_sq_le_sq ?_ hs)
    rw [overlap_norm_sq]
    nlinarith [mul_nonneg (mul_nonneg (norm_nonneg (g 0)) (norm_nonneg (g 1)))
      (neg_le_iff_add_nonneg.1 (Real.neg_one_le_cos (k - ((g 1).arg - (g 0).arg))))]
```

## (g) Rescaling an orbital

For a complex number c and a vector v, show that

W(cv) = |c|² W(v).

Each site contributes |c v_j|² = |c|²|v_j|², and summing over the two sites gives the result.

```lean
/-- Rescaling an orbital by `c` multiplies its weight by `|c|²`. -/
theorem weight_smul (c : ℂ) (v : Fin 2 → ℂ) : weight (c • v) = ‖c‖ ^ 2 * weight v := by
  simp only [weight, Fin.sum_univ_two, Pi.smul_apply, smul_eq_mul, norm_mul, mul_pow]
  ring
```

## (h) Weight left after projection

Show how much weight the projected orbital keeps:

W(P(k)g) = |⟨g, u(k)⟩|²/2.

Because u†g is the conjugate of ⟨g, u⟩,

P(k)g = (conj⟨g, u(k)⟩/2) u(k).

By (g) and W(u) = 2, the weight is (|⟨g, u(k)⟩|²/4) · 2. This is the squared overlap with the normalized band vector. In Lean, `hp` is the displayed formula for P(k)g and `h2` is the modulus of its prefactor.

```lean
/-- The projected trial orbital has weight `|⟨g, u(k)⟩|² / 2`. -/
theorem weight_projectedOrbital (g : Fin 2 → ℂ) (k : ℝ) :
    weight (projectedOrbital g k) = ‖overlap g k‖ ^ 2 / 2 := by
  -- the projection is a multiple of the band vector
  have hp : projectedOrbital g k = (star (overlap g k) / 2) • bandVector k := by
    ext i
    simp only [projectedOrbital, bandProjector, Matrix.mulVec, dotProduct, Matrix.smul_apply,
      Matrix.vecMulVec_apply, Fin.sum_univ_two, overlap, Pi.star_apply, Pi.smul_apply,
      smul_eq_mul, star_add, star_mul', star_star]
    ring
  have h2 : ‖star (overlap g k) / 2‖ = ‖overlap g k‖ / 2 := by
    rw [norm_div, norm_star]
    norm_num
  rw [hp, weight_smul, h2, weight, Fin.sum_univ_two, norm_bandVector, norm_bandVector]
  ring
```

## (i) Normalizing at one wave number

Show that, at a given k, some complex c satisfies W(c P(k)g) = 1 exactly when

⟨g, u(k)⟩ ≠ 0.

By (g) and (h), the weight after rescaling is |c|²|⟨g, u(k)⟩|²/2. If the overlap is zero, this is zero for every c. Otherwise c = √2/|⟨g, u(k)⟩| makes it one.

Asking for a suitable c expresses normalizability without dividing by a norm that may vanish. The two directions of the Lean proof are these two cases.

```lean
/-- At a given `k` the projected orbital can be rescaled to unit weight exactly when the trial
orbital has nonzero overlap with the band vector. -/
theorem normalizable_iff (g : Fin 2 → ℂ) (k : ℝ) :
    (∃ c : ℂ, weight (c • projectedOrbital g k) = 1) ↔ overlap g k ≠ 0 := by
  constructor
  · rintro ⟨c, hc⟩ h0
    rw [weight_smul, weight_projectedOrbital, h0] at hc
    simp at hc
  · intro h
    have hn : ‖overlap g k‖ ≠ 0 := norm_ne_zero_iff.2 h
    refine ⟨((Real.sqrt 2 / ‖overlap g k‖ : ℝ) : ℂ), ?_⟩
    rw [weight_smul, weight_projectedOrbital, Complex.norm_real, Real.norm_eq_abs, sq_abs,
      div_pow, Real.sq_sqrt (by norm_num)]
    field_simp
```

## (j) Failure somewhere in the band

Show that normalization fails for at least one real k exactly when

|a| = |b|.

By (i), failure at k means ⟨g, u(k)⟩ = 0. If that happens, the minimum in (e) is at most zero, so |a| = |b|. Conversely, if |a| = |b|, the minimum is zero, and since it is attained, the overlap vanishes at some k. The zero orbital belongs to this case and fails at every k.

Equivalently, the projected orbital can be normalized at every k exactly when the trial orbital has different moduli on the two sites. The statement concerns normalization alone: it says nothing about how localized the resulting Wannier function is, or about chains with a coupling inside the cell. It also needs the trial orbital to lie in a single cell. The orbital with components (1, -exp(ik)), which sits on two sites of neighbouring cells joined by w, weights both sites equally, yet it equals u(k) and can be normalized at every k.

```lean
/-- Normalizing the projected orbital fails at some real `k` exactly when the trial orbital
weights both sites equally. -/
theorem normalization_fails_iff (g : Fin 2 → ℂ) :
    (∃ k : ℝ, ¬ ∃ c : ℂ, weight (c • projectedOrbital g k) = 1) ↔ ‖g 0‖ = ‖g 1‖ := by
  simp only [normalizable_iff, not_not]
  constructor
  · rintro ⟨k, hk⟩
    have h : |‖g 0‖ - ‖g 1‖| ≤ ‖overlap g k‖ := (overlap_isLeast g).2 ⟨k, rfl⟩
    rw [hk, norm_zero] at h
    exact sub_eq_zero.1 (abs_nonpos_iff.1 h)
  · intro h
    -- for equal weights the attained minimum is zero
    obtain ⟨k, hk⟩ := (overlap_isLeast g).1
    refine ⟨k, norm_eq_zero.1 ?_⟩
    simpa [h] using hk

end

end WannierTrialProjection
```

```lean
#print axioms WannierTrialProjection.bandProjector_isProjector
-- 'WannierTrialProjection.bandProjector_isProjector' depends on axioms: [propext, Classical.choice, Quot.sound]
#print axioms WannierTrialProjection.overlap_isGreatest
-- 'WannierTrialProjection.overlap_isGreatest' depends on axioms: [propext, Classical.choice, Quot.sound]
#print axioms WannierTrialProjection.normalizable_iff
-- 'WannierTrialProjection.normalizable_iff' depends on axioms: [propext, Classical.choice, Quot.sound]
#print axioms WannierTrialProjection.normalization_fails_iff
-- 'WannierTrialProjection.normalization_fails_iff' depends on axioms: [propext, Classical.choice, Quot.sound]
```

## The two halves of `IsLeast`

`IsLeast S m` is a conjunction: m belongs to the set S, and m is a lower bound of S. Part (j) uses one half in each direction. From a k with zero overlap, `(overlap_isLeast g).2` supplies the inequality that forces |a| = |b|. For the converse, `(overlap_isLeast g).1` says that the minimum lies in the range of the overlap function, and `obtain` extracts from this membership a wave number at which it is reached.

An infimum would serve only the first direction. The function exp(-k) has infimum zero over the real numbers but is never zero, so a vanishing infimum alone does not produce a k at which normalization fails.
